# Diagonalising a spin-1 rotation about the x axis

For a single spin 1, with ħ = 1 and the basis m = 1, 0, −1, the lemma `rotation_x` gives the rotation operator exp(−i t Jx) in closed form for every real angle t. It equals P D P, where D is diagonal with entries cos t − i sin t, 1 and cos t + i sin t, and the columns of P are eigenvectors of Jx. The matrix P is its own inverse, so this is a diagonalisation of the rotation. The proof first diagonalises the exponent −i t Jx entry by entry, then carries the exponential through the conjugation by P and evaluates it on the diagonal with Euler's formula.

As first written in Lean, the proof fails:

```lean
import Mathlib

open Matrix

namespace SpinOneTransferBound

noncomputable section

/-- The number `1/√2` appearing in the spin-1 matrices. -/
def s : ℂ := (((√2)⁻¹ : ℝ) : ℂ)

/-- The spin-1 matrix of `Jx` in the basis `m = 1, 0, -1`. -/
def Jx : Matrix (Fin 3) (Fin 3) ℂ := !![0, s, 0; s, 0, s; 0, s, 0]

/-- The spin-1 matrix of `Jy` in the basis `m = 1, 0, -1`. -/
def Jy : Matrix (Fin 3) (Fin 3) ℂ :=
  !![0, -(Complex.I * s), 0; Complex.I * s, 0, -(Complex.I * s); 0, Complex.I * s, 0]

/-- The spin-1 matrix of `Jz` in the basis `m = 1, 0, -1`. -/
def Jz : Matrix (Fin 3) (Fin 3) ℂ := !![1, 0, 0; 0, 0, 0; 0, 0, -1]

/-- The spin component `n · J` along a real vector `n`. -/
def spin (n : Fin 3 → ℝ) : Matrix (Fin 3) (Fin 3) ℂ :=
  (n 0 : ℂ) • Jx + (n 1 : ℂ) • Jy + (n 2 : ℂ) • Jz

/-- The rotation operator `exp(-i t n · J)`. -/
def rotation (n : Fin 3 → ℝ) (t : ℝ) : Matrix (Fin 3) (Fin 3) ℂ :=
  NormedSpace.exp ((-(Complex.I * (t : ℂ))) • spin n)

private lemma s_sq : s * s = 1 / 2 := by
  unfold s
  rw [← Complex.ofReal_mul, ← mul_inv, Real.mul_self_sqrt (by norm_num)]
  norm_num

/-- The orthogonal matrix whose columns are eigenvectors of `Jx`. -/
def P : Matrix (Fin 3) (Fin 3) ℂ := !![1/2, s, 1/2; s, 0, -s; 1/2, -s, 1/2]

private lemma P_sq : P * P = 1 := by
  refine Matrix.ext fun i j => ?_
  fin_cases i <;> fin_cases j <;> simp [P, Matrix.mul_apply, Fin.sum_univ_three] <;>
    first
    | ring1
    | linear_combination s_sq
    | linear_combination 2 * s_sq
    | linear_combination -s_sq

private lemma rotation_x (t : ℝ) : rotation ![1, 0, 0] t =
    P * diagonal ![(Real.cos t : ℂ) - Real.sin t * Complex.I, 1,
      (Real.cos t : ℂ) + Real.sin t * Complex.I] * P := by
  have hP : P⁻¹ = P := Matrix.inv_eq_right_inv P_sq
  have hX : (-(Complex.I * (t : ℂ))) • spin ![1, 0, 0] =
      P * diagonal ![-(Complex.I * (t : ℂ)), 0, Complex.I * (t : ℂ)] * P⁻¹ := by
    rw [hP]
    refine Matrix.ext fun i j => ?_
    fin_cases i <;> fin_cases j <;>
      simp [spin, Jx, Jy, Jz, P, Matrix.mul_apply, Matrix.diagonal_apply,
        Fin.sum_univ_three] <;> ring1
  have e1 : Complex.exp (-(Complex.I * (t : ℂ))) =
      (Real.cos t : ℂ) - Real.sin t * Complex.I := by
    rw [show -(Complex.I * (t : ℂ)) = (-(t : ℂ)) * Complex.I by ring, Complex.exp_mul_I,
      Complex.cos_neg, Complex.sin_neg, Complex.ofReal_cos, Complex.ofReal_sin]
    ring
  have e2 : Complex.exp (Complex.I * (t : ℂ)) =
      (Real.cos t : ℂ) + Real.sin t * Complex.I := by
    rw [mul_comm, Complex.exp_mul_I, Complex.ofReal_cos, Complex.ofReal_sin]
  have hd : NormedSpace.exp (![-(Complex.I * (t : ℂ)), 0, Complex.I * (t : ℂ)] : Fin 3 → ℂ) =
      ![(Real.cos t : ℂ) - Real.sin t * Complex.I, 1,
        (Real.cos t : ℂ) + Real.sin t * Complex.I] := by
    funext i
    rw [Pi.exp_apply, ← Complex.exp_eq_exp_ℂ]
    fin_cases i
    · exact e1
    · exact Complex.exp_zero
    · exact e2
  unfold rotation
  rw [hX, Matrix.exp_conj _ _ ⟨⟨P, P, P_sq, P_sq⟩, rfl⟩, hP, Matrix.exp_diagonal, hd]

end

end SpinOneTransferBound
```

Compiling this gives:

```
Main.lean:57:32: error: ring failed, ring expressions not equal
t : ℝ
hP : P⁻¹ = P
⊢ 0 =
    (![2⁻¹, s, 2⁻¹] ᵥ* diagonal ![-(Complex.I * ↑t), 0, Complex.I * ↑t]) 0 * (1 / 2) +
        (![2⁻¹, s, 2⁻¹] ᵥ* diagonal ![-(Complex.I * ↑t), 0, Complex.I * ↑t]) 1 * s +
      (![2⁻¹, s, 2⁻¹] ᵥ* diagonal ![-(Complex.I * ↑t), 0, Complex.I * ↑t]) 2 * (1 / 2)
Main.lean:57:32: error: ring failed, ring expressions not equal
t : ℝ
hP : P⁻¹ = P
⊢ -(Complex.I * ↑t * s) =
    s * (![2⁻¹, s, 2⁻¹] ᵥ* diagonal ![-(Complex.I * ↑t), 0, Complex.I * ↑t]) 0 -
      s * (![2⁻¹, s, 2⁻¹] ᵥ* diagonal ![-(Complex.I * ↑t), 0, Complex.I * ↑t]) 2
Main.lean:57:32: error: ring failed, ring expressions not equal
t : ℝ
hP : P⁻¹ = P
⊢ 0 =
    (![2⁻¹, s, 2⁻¹] ᵥ* diagonal ![-(Complex.I * ↑t), 0, Complex.I * ↑t]) 0 * (1 / 2) -
        (![2⁻¹, s, 2⁻¹] ᵥ* diagonal ![-(Complex.I * ↑t), 0, Complex.I * ↑t]) 1 * s +
      (![2⁻¹, s, 2⁻¹] ᵥ* diagonal ![-(Complex.I * ↑t), 0, Complex.I * ↑t]) 2 * (1 / 2)
Main.lean:57:32: error: ring failed, ring expressions not equal
t : ℝ
hP : P⁻¹ = P
⊢ -(Complex.I * ↑t * s) =
    s * (![s, 0, -s] ᵥ* diagonal ![-(Complex.I * ↑t), 0, Complex.I * ↑t]) 1 +
        (![s, 0, -s] ᵥ* diagonal ![-(Complex.I * ↑t), 0, Complex.I * ↑t]) 0 * (1 / 2) +
      (![s, 0, -s] ᵥ* diagonal ![-(Complex.I * ↑t), 0, Complex.I * ↑t]) 2 * (1 / 2)
Main.lean:57:32: error: ring failed, ring expressions not equal
t : ℝ
hP : P⁻¹ = P
⊢ 0 =
    (![s, 0, -s] ᵥ* diagonal ![-(Complex.I * ↑t), 0, Complex.I * ↑t]) 0 * s -
      s * (![s, 0, -s] ᵥ* diagonal ![-(Complex.I * ↑t), 0, Complex.I * ↑t]) 2
Main.lean:57:32: error: ring failed, ring expressions not equal
t : ℝ
hP : P⁻¹ = P
⊢ -(Complex.I * ↑t * s) =
    -(s * (![s, 0, -s] ᵥ* diagonal ![-(Complex.I * ↑t), 0, Complex.I * ↑t]) 1) +
        (![s, 0, -s] ᵥ* diagonal ![-(Complex.I * ↑t), 0, Complex.I * ↑t]) 0 * (1 / 2) +
      (![s, 0, -s] ᵥ* diagonal ![-(Complex.I * ↑t), 0, Complex.I * ↑t]) 2 * (1 / 2)
Main.lean:57:32: error: ring failed, ring expressions not equal
t : ℝ
hP : P⁻¹ = P
⊢ 0 =
    (![2⁻¹, -s, 2⁻¹] ᵥ* diagonal ![-(Complex.I * ↑t), 0, Complex.I * ↑t]) 0 * (1 / 2) +
        (![2⁻¹, -s, 2⁻¹] ᵥ* diagonal ![-(Complex.I * ↑t), 0, Complex.I * ↑t]) 1 * s +
      (![2⁻¹, -s, 2⁻¹] ᵥ* diagonal ![-(Complex.I * ↑t), 0, Complex.I * ↑t]) 2 * (1 / 2)
Main.lean:57:32: error: ring failed, ring expressions not equal
t : ℝ
hP : P⁻¹ = P
⊢ -(Complex.I * ↑t * s) =
    s * (![2⁻¹, -s, 2⁻¹] ᵥ* diagonal ![-(Complex.I * ↑t), 0, Complex.I * ↑t]) 0 -
      s * (![2⁻¹, -s, 2⁻¹] ᵥ* diagonal ![-(Complex.I * ↑t), 0, Complex.I * ↑t]) 2
Main.lean:57:32: error: ring failed, ring expressions not equal
t : ℝ
hP : P⁻¹ = P
⊢ 0 =
    (![2⁻¹, -s, 2⁻¹] ᵥ* diagonal ![-(Complex.I * ↑t), 0, Complex.I * ↑t]) 0 * (1 / 2) -
        (![2⁻¹, -s, 2⁻¹] ᵥ* diagonal ![-(Complex.I * ↑t), 0, Complex.I * ↑t]) 1 * s +
      (![2⁻¹, -s, 2⁻¹] ᵥ* diagonal ![-(Complex.I * ↑t), 0, Complex.I * ↑t]) 2 * (1 / 2)
Main.lean:70:8: error(lean.unknownIdentifier): Unknown identifier `Pi.exp_apply`
Main.lean:56:51: warning: This simp argument is unused:
  Matrix.diagonal_apply

Hint: Omit it from the simp argument list.
  [apply] simp [spin, Jx, Jy, Jz, P, Matrix.mul_apply, Fin.sum_univ_three]

Note: This linter can be disabled with `set_option linter.unusedSimpArgs false`
```

The nine `ring failed` errors are the nine entries of the matrix identity `hX`. In each, `simp` has left terms such as `(![2⁻¹, s, 2⁻¹] ᵥ* diagonal ![…]) 0`, a row vector times a diagonal matrix, which `ring1` cannot expand. `Matrix.diagonal_apply` doesn't help, because it rewrites a single entry of a diagonal matrix and no such entry appears; the linter reports it as unused. Its replacement, `Matrix.vecMul_diagonal`, turns each entry of such a product into an ordinary product of two numbers, and `ring1` can then finish.

The other error is separate: Lean knows no lemma called `Pi.exp_apply`. The proof of `hd` needs the fact that the exponential of a tuple is taken entry by entry, so the repair proves it as `hi`. Reading off the entry at `i` is a continuous ring homomorphism, and `NormedSpace.map_exp` says that such a map commutes with the exponential. Rewriting with `hi` then does what the missing lemma was meant to do.

As a diff, the version that Lean accepts:

```diff
@@ -54,5 +54,5 @@
     refine Matrix.ext fun i j => ?_
     fin_cases i <;> fin_cases j <;>
-      simp [spin, Jx, Jy, Jz, P, Matrix.mul_apply, Matrix.diagonal_apply,
+      simp [spin, Jx, Jy, Jz, P, Matrix.mul_apply, Matrix.vecMul_diagonal,
         Fin.sum_univ_three] <;> ring1
   have e1 : Complex.exp (-(Complex.I * (t : ℂ))) =
@@ -64,9 +64,14 @@
       (Real.cos t : ℂ) + Real.sin t * Complex.I := by
     rw [mul_comm, Complex.exp_mul_I, Complex.ofReal_cos, Complex.ofReal_sin]
+  -- the exponential of a tuple is taken entry by entry
+  have hi : ∀ (v : Fin 3 → ℂ) (i : Fin 3),
+      NormedSpace.exp v i = NormedSpace.exp (v i) := by
+    intro v i
+    exact NormedSpace.map_exp (Pi.evalRingHom (fun _ : Fin 3 => ℂ) i) (continuous_apply i) v
   have hd : NormedSpace.exp (![-(Complex.I * (t : ℂ)), 0, Complex.I * (t : ℂ)] : Fin 3 → ℂ) =
       ![(Real.cos t : ℂ) - Real.sin t * Complex.I, 1,
         (Real.cos t : ℂ) + Real.sin t * Complex.I] := by
     funext i
-    rw [Pi.exp_apply, ← Complex.exp_eq_exp_ℂ]
+    rw [hi, ← Complex.exp_eq_exp_ℂ]
     fin_cases i
     · exact e1
```
